# No twice continuously differentiable orbital has both the density and the current of a Gaussian–vortex pair

Two non-interacting electrons of the same spin move in a plane. One occupies a Gaussian orbital f, the other the orbital (x + iy)f, which carries one unit of angular momentum. Could a single orbital, suitably scaled, give the same density n and the same current j? The velocity field j/n answers this. A smooth orbital has an irrotational velocity field wherever it is nonzero, while that of the pair rotates everywhere.

For current density functional theory this means that a non-interacting reference system with one doubly occupied C² orbital cannot stand in for this particular pair. The Lean theorems add the two orbitals as written, without normalising them; the case of one electron in each normalised orbital is treated by hand below.

## The fields being compared

Units are ħ = m = 1, and j is the paramagnetic current. There is no vector potential, spin-orbit coupling or interaction. For an orbital ψ and directions u, w, with ∂ᵤ the derivative along u,

n = |ψ|²,  jᵤ = Im(ψ* ∂ᵤψ),  vᵤ = jᵤ/n,

and the vorticity in the plane of u and w is ∂ᵤv_w − ∂_wvᵤ. With u along x and w along y it is the usual curl.

```lean
import Mathlib

open ComplexConjugate Topology MeasureTheory

namespace CurrentDFTVorticity

noncomputable section

variable {E : Type*} [NormedAddCommGroup E] [NormedSpace ℝ E]

/-- The density `|ψ|²` of an orbital. -/
def density (ψ : E → ℂ) (x : E) : ℝ := Complex.normSq (ψ x)

/-- The component along `u` of the current `Im (conj ψ ∇ψ)` at `x`. -/
def current (ψ : E → ℂ) (x u : E) : ℝ := (conj (ψ x) * fderiv ℝ ψ x u).im

/-- The component along `u` of the velocity field `j / n`, for points where `n` is nonzero. -/
def velocity (n : E → ℝ) (j : E → E → ℝ) (x u : E) : ℝ := j x u / n x

/-- The vorticity `∂ᵤ(j_w / n) - ∂_w(jᵤ / n)` in the plane of `u` and `w`, for points near
which `n` is nonzero. -/
def vorticity (n : E → ℝ) (j : E → E → ℝ) (x u w : E) : ℝ :=
  fderiv ℝ (fun y => velocity n j y w) x u - fderiv ℝ (fun y => velocity n j y u) x w
```

Here `E` is any real normed space, and `fderiv ℝ ψ x u` is ∂ᵤψ at x. `velocity` and `vorticity` take an arbitrary density and current, so they apply to one orbital and to a pair alike.

## The orbital is nonzero at the point

The hypothesis `h0 : ψ x ≠ 0` says that the point is not a node, so the phase of ψ is smooth around it. By hand it allows the division

vᵤ = Im(ψ* ∂ᵤψ)/|ψ|² = Im(∂ᵤψ/ψ).

In the proof below, `hv` is this identity, and `h0` enters where the inverse of ψ is differentiated.

At a node the conclusion can fail. The orbital (x + iy)f has velocity (−y, x)/r², with r² = x² + y², which diverges at the origin. Since `fderiv` returns zero where no derivative exists, the theorem states differentiability of the velocity alongside zero vorticity.

## The orbital is twice continuously differentiable

`ContDiffAt ℝ 2 ψ x` asks for continuous second derivatives near x. By hand, the quotient rule gives

∂ᵤ(∂_wψ/ψ) = ∂ᵤ∂_wψ/ψ − (∂_wψ)(∂ᵤψ)/ψ².

The last term is symmetric in u and w, and so is the first, because second derivatives commute. Subtracting the expression with u and w exchanged gives zero, and the imaginary part is the vorticity.

```lean
/-- Where an orbital is twice continuously differentiable and nonzero, each component of its
velocity field is differentiable and its vorticity vanishes. -/
theorem orbital_vorticity_zero {ψ : E → ℂ} {x : E} (hψ : ContDiffAt ℝ 2 ψ x)
    (h0 : ψ x ≠ 0) (u w : E) :
    (∀ v, DifferentiableAt ℝ (fun y => velocity (density ψ) (current ψ) y v) x) ∧
      vorticity (density ψ) (current ψ) x u w = 0 := by
  have hψ1 : DifferentiableAt ℝ ψ x := hψ.differentiableAt (by norm_num)
  have hD : HasFDerivAt (fderiv ℝ ψ) (fderiv ℝ (fderiv ℝ ψ) x) x :=
    ((hψ.fderiv_right (m := 1) one_add_one_eq_two.le).differentiableAt
      (by norm_num)).hasFDerivAt
  -- the velocity is the imaginary part of the logarithmic derivative
  have hv : ∀ v, (fun y => velocity (density ψ) (current ψ) y v) =
      fun y => (fderiv ℝ ψ y v * (ψ y)⁻¹).im := by
    intro v
    funext y
    simp only [velocity, current, density, Complex.mul_im, Complex.conj_re, Complex.conj_im,
      Complex.inv_re, Complex.inv_im]
    ring
  have hq : ∀ v, ∃ M : E →L[ℝ] ℂ,
      HasFDerivAt (fun y => velocity (density ψ) (current ψ) y v) (Complex.imCLM.comp M) x ∧
      ∀ z, M z = fderiv ℝ (fderiv ℝ ψ) x z v * (ψ x)⁻¹
        - fderiv ℝ ψ x v * fderiv ℝ ψ x z * (ψ x ^ 2)⁻¹ := by
    intro v
    have h1 : HasFDerivAt (fun y => fderiv ℝ ψ y v)
        ((ContinuousLinearMap.apply ℝ ℂ v).comp (fderiv ℝ (fderiv ℝ ψ) x)) x :=
      (ContinuousLinearMap.apply ℝ ℂ v).hasFDerivAt.comp x hD
    have h2 := ((hasDerivAt_inv h0).hasFDerivAt.restrictScalars ℝ).comp x hψ1.hasFDerivAt
    have h3 := Complex.imCLM.hasFDerivAt.comp x (h1.mul h2)
    rw [hv v]
    refine ⟨_, h3, fun z => ?_⟩
    simp
    ring
  refine ⟨fun v => (hq v).elim fun M h => h.1.differentiableAt, ?_⟩
  obtain ⟨M, hM, hMz⟩ := hq w
  obtain ⟨N, hN, hNz⟩ := hq u
  -- second derivatives commute
  have hMN : M u = N w := by
    rw [hMz, hNz, (hψ.isSymmSndFDerivAt (by simp)).eq u w]
    ring
  rw [vorticity, hM.fderiv, hN.fderiv]
  change (M u).im - (N w).im = 0
  rw [hMN, sub_self]
```

In the proof, `hq` is the quotient rule: for each direction v it supplies a linear map whose imaginary part is the derivative of the velocity component along v. `hMN` equates the two mixed derivatives.

The device that supplies the symmetry is `hψ.isSymmSndFDerivAt`. Mathlib represents the second derivative as the derivative of the map `fderiv ℝ ψ`, whose values are linear maps. Thus `fderiv ℝ (fderiv ℝ ψ) x u w` means "differentiate along w, then along u", and exchanging the arguments is a real theorem. Its smoothness requirement depends on the scalar field. Over ℝ it is order 2, which `by simp` confirms, and `.eq u w` extracts the equation for the two chosen directions.

A C¹ orbital whose second partial derivatives all exist at the point is not enough. Take ψ = exp(iS) with S = xy(x² − y²)/(x² + y²) and S(0) = 0. Then v = ∇S satisfies v_y(x, 0) = x and v_x(0, y) = −y, so the curl computed from partial derivatives at the origin is 2.

## The envelope is real and differentiable

Both orbitals of the pair are a simple function times the same real envelope. For real g,

Im((gψ)* ∂ᵤ(gψ)) = g² Im(ψ* ∂ᵤψ) + Im(g (∂ᵤg) |ψ|²) = g² jᵤ,

because the second term is the imaginary part of a real number.

```lean
/-- Multiplying a differentiable orbital by a differentiable real amplitude `g` multiplies its
current by `g²`. -/
theorem current_mul_real {ψ : E → ℂ} {g : E → ℝ} {x : E} (hψ : DifferentiableAt ℝ ψ x)
    (hg : DifferentiableAt ℝ g x) (u : E) :
    current (fun y => ψ y * (g y : ℂ)) x u = g x ^ 2 * current ψ x u := by
  have h := hψ.hasFDerivAt.mul (Complex.ofRealCLM.hasFDerivAt.comp x hg.hasFDerivAt)
  have h' : fderiv ℝ (fun y => ψ y * (g y : ℂ)) x u
      = ψ x * (fderiv ℝ g x u : ℝ) + g x * fderiv ℝ ψ x u := by
    have e : fderiv ℝ (fun y => ψ y * (g y : ℂ)) x = _ := h.fderiv
    rw [e]
    simp
  rw [current, h', current]
  simp only [map_mul, Complex.conj_ofReal, Complex.mul_im, Complex.mul_re, Complex.add_im,
    Complex.add_re, Complex.ofReal_re, Complex.ofReal_im, Complex.conj_re, Complex.conj_im]
  ring
```

The proof applies the product rule, which needs `hψ` and `hg`, and then compares imaginary parts. Without differentiability of g the product may have no gradient: ψ = exp(ix) and g = 1 + |x| show this at x = 0. Without reality, a factor exp(ikx) adds k|ψ|² to the current along x.

## The two orbitals are orthogonal

Let f = exp(−r²).

```lean
/-- The Gaussian envelope `f = exp (-r²)` on the plane. -/
def envelope (p : ℝ × ℝ) : ℝ := Real.exp (-(p.1 ^ 2 + p.2 ^ 2))

/-- The Gaussian orbital `f`. -/
def gaussOrbital (p : ℝ × ℝ) : ℂ := envelope p

/-- The vortex orbital `(x + iy) f`. -/
def vortexOrbital (p : ℝ × ℝ) : ℂ := ((p.1 : ℂ) + p.2 * Complex.I) * envelope p

/-- The total density of the two orbitals. -/
def pairDensity (p : ℝ × ℝ) : ℝ := density gaussOrbital p + density vortexOrbital p

/-- The total current of the two orbitals. -/
def pairCurrent (p u : ℝ × ℝ) : ℝ := current gaussOrbital p u + current vortexOrbital p u
```

Orthogonality lets the two orbitals, once normalised, form a Slater determinant whose density and current are sums over orbitals. By hand, the overlap integrand is (x + iy)exp(−2r²). It is integrable and changes sign under inversion, so its integral vanishes.

```lean
/-- The overlap integrand of the two orbitals is integrable and the overlap is zero. -/
theorem pair_orthogonal :
    Integrable (fun p => conj (gaussOrbital p) * vortexOrbital p) ∧
      ∫ p, conj (gaussOrbital p) * vortexOrbital p = 0 := by
  constructor
  · have hx : Integrable (fun p : ℝ × ℝ =>
        (p.1 * Real.exp (-2 * p.1 ^ 2)) * Real.exp (-2 * p.2 ^ 2)) :=
      (integrable_mul_exp_neg_mul_sq two_pos).mul_prod (integrable_exp_neg_mul_sq two_pos)
    have hy : Integrable (fun p : ℝ × ℝ =>
        Real.exp (-2 * p.1 ^ 2) * (p.2 * Real.exp (-2 * p.2 ^ 2))) :=
      (integrable_exp_neg_mul_sq two_pos).mul_prod (integrable_mul_exp_neg_mul_sq two_pos)
    refine (hx.ofReal (𝕜 := ℂ)).add ((hy.ofReal (𝕜 := ℂ)).mul_const Complex.I) |>.congr
      (Filter.Eventually.of_forall fun p => ?_)
    have hE : envelope p * envelope p
        = Real.exp (-2 * p.1 ^ 2) * Real.exp (-2 * p.2 ^ 2) := by
      rw [envelope, ← Real.exp_add, ← Real.exp_add]
      congr 1
      ring
    have hE' := congrArg Complex.ofReal hE
    rw [Complex.ofReal_mul, Complex.ofReal_mul] at hE'
    change ((p.1 * Real.exp (-2 * p.1 ^ 2) * Real.exp (-2 * p.2 ^ 2) : ℝ) : ℂ)
      + ((Real.exp (-2 * p.1 ^ 2) * (p.2 * Real.exp (-2 * p.2 ^ 2)) : ℝ) : ℂ) * Complex.I
      = conj (gaussOrbital p) * vortexOrbital p
    simp only [gaussOrbital, vortexOrbital, Complex.conj_ofReal, Complex.ofReal_mul]
    linear_combination -((p.1 : ℂ) + p.2 * Complex.I) * hE'
  · -- the integrand is odd under inversion
    have h := integral_neg_eq_self (fun p => conj (gaussOrbital p) * vortexOrbital p) volume
    have hodd : ∀ p : ℝ × ℝ, conj (gaussOrbital (-p)) * vortexOrbital (-p)
        = -(conj (gaussOrbital p) * vortexOrbital p) := by
      intro p
      simp only [gaussOrbital, vortexOrbital, envelope, Prod.fst_neg, Prod.snd_neg, neg_sq,
        Complex.ofReal_neg]
      ring
    simp only [hodd, integral_neg] at h
    exact self_eq_neg.mp h.symm
```

The first half builds integrability from products of one-dimensional Gaussian integrals; the second uses `hodd`. The vorticity and the impossibility result do not use orthogonality. Without it, the plain sums need not be the density and current of the determinant built from the two orbitals.

The orbitals are not normalised: their squared norms are π/2 and π/4. The code's sums therefore weight the normalised orbitals 2 : 1. With equal occupation, the calculation of the next section gives vorticity 4/(1 + 2r²)² instead of 2/(1 + r²)². This is again positive everywhere, and so is the density, so the argument of the last theorem excludes a single C² orbital in that case too.

## The vorticity of the pair

The Gaussian is real and carries no current. For the other orbital, the amplitude rule leaves

jᵤ = f² Im((x − iy)(u₁ + iu₂)) = f²(x u₂ − y u₁).

```lean
/-- The vortex orbital carries the azimuthal current `f² (-y, x)`. -/
theorem vortex_current (p u : ℝ × ℝ) :
    current vortexOrbital p u = envelope p ^ 2 * (p.1 * u.2 - p.2 * u.1) := by
  have hf : Differentiable ℝ envelope := by
    unfold envelope
    fun_prop
  let Z : ℝ × ℝ →L[ℝ] ℂ := Complex.ofRealCLM.comp (ContinuousLinearMap.fst ℝ ℝ ℝ)
    + Complex.I • Complex.ofRealCLM.comp (ContinuousLinearMap.snd ℝ ℝ ℝ)
  have hZ : ∀ q : ℝ × ℝ, Z q = (q.1 : ℂ) + q.2 * Complex.I := by
    intro q
    simp [Z, mul_comm]
  have e : vortexOrbital = fun q => Z q * (envelope q : ℂ) := by
    funext q
    rw [hZ, vortexOrbital]
  rw [e, current_mul_real Z.differentiableAt (hf p), current, Z.fderiv, hZ, hZ]
  simp only [Complex.mul_im, Complex.mul_re, Complex.conj_re, Complex.conj_im, Complex.add_re,
    Complex.add_im, Complex.ofReal_re, Complex.ofReal_im, Complex.I_re, Complex.I_im]
  ring

/-- The vortex orbital alone carries the whole current of the pair. -/
theorem pair_current (p u : ℝ × ℝ) : pairCurrent p u = current vortexOrbital p u := by
  have hf : Differentiable ℝ envelope := by
    unfold envelope
    fun_prop
  have e : gaussOrbital = fun q => (1 : ℂ) * (envelope q : ℂ) := by
    funext q
    rw [one_mul, gaussOrbital]
  have h : current gaussOrbital p u = 0 := by
    rw [e, current_mul_real (differentiableAt_const (1 : ℂ)) (hf p)]
    simp [current]
  rw [pairCurrent, h, zero_add]
```

The densities add to f² + r²f²:

```lean
/-- The density of the pair is `f² (1 + r²)`. -/
theorem pair_density (p : ℝ × ℝ) :
    pairDensity p = envelope p ^ 2 * (1 + p.1 ^ 2 + p.2 ^ 2) := by
  simp only [pairDensity, density, gaussOrbital, vortexOrbital, map_mul,
    Complex.normSq_ofReal, Complex.normSq_add_mul_I]
  ring
```

The envelope cancels in the quotient, so v = (−y, x)/(1 + r²), and

∂ₓv_y = (1 + r² − 2x²)/(1 + r²)²,
−∂_yvₓ = (1 + r² − 2y²)/(1 + r²)².

Their sum is 2/(1 + r²)².

```lean
/-- The vorticity of the pair is `2 / (1 + r²)²`. -/
theorem pair_vorticity (p : ℝ × ℝ) :
    vorticity pairDensity pairCurrent p (1, 0) (0, 1) = 2 / (1 + p.1 ^ 2 + p.2 ^ 2) ^ 2 := by
  have hv : ∀ q u : ℝ × ℝ, velocity pairDensity pairCurrent q u
      = (q.1 * u.2 - q.2 * u.1) / (1 + q.1 ^ 2 + q.2 ^ 2) := by
    intro q u
    have hq : 0 < envelope q := Real.exp_pos _
    rw [velocity, pair_current, vortex_current, pair_density,
      mul_div_mul_left _ _ (pow_pos hq 2).ne']
  have lin : ∀ a b : ℝ, HasDerivAt (fun t : ℝ => a + t * b) b 0 := fun a b =>
    (((hasDerivAt_id' (0 : ℝ)).mul_const b).const_add a).congr_deriv (one_mul b)
  have sq : ∀ a b : ℝ, HasDerivAt (fun t : ℝ => (a + t * b) ^ 2) (2 * a * b) 0 := fun a b =>
    ((lin a b).fun_pow 2).congr_deriv (by norm_num)
  -- derivative of the velocity component along u in the direction v
  have fd : ∀ u v : ℝ × ℝ, fderiv ℝ (fun q => velocity pairDensity pairCurrent q u) p v
      = ((v.1 * u.2 - v.2 * u.1) * (1 + p.1 ^ 2 + p.2 ^ 2) - (p.1 * u.2 - p.2 * u.1)
        * (2 * p.1 * v.1 + 2 * p.2 * v.2)) / (1 + p.1 ^ 2 + p.2 ^ 2) ^ 2 := by
    intro u v
    have hd : DifferentiableAt ℝ (fun q : ℝ × ℝ =>
        (q.1 * u.2 - q.2 * u.1) / (1 + q.1 ^ 2 + q.2 ^ 2)) p := by
      fun_prop (disch := positivity)
    have hne : 1 + (p.1 + 0 * v.1) ^ 2 + (p.2 + 0 * v.2) ^ 2 ≠ 0 := by positivity
    have h := (((lin p.1 v.1).mul_const u.2).fun_sub ((lin p.2 v.2).mul_const u.1)).fun_div
      (((sq p.1 v.1).const_add 1).fun_add (sq p.2 v.2)) hne
    simp only [hv]
    refine (HasDerivAt.unique (hd.hasFDerivAt.hasLineDerivAt v) h).trans ?_
    simp only [zero_mul, add_zero]
  rw [vorticity, fd, fd]
  dsimp only
  ring
```

`hv` is the cancelled quotient. `fd` differentiates it along a line through p, using `lin` and `sq` for the linear and squared coordinates, and identifies the result with the full derivative. The last lines insert the two axes.

## Density and current both match near the point

The last theorem assumes, for contradiction, an orbital that is C² at p and has the pair's density and current at every point of some neighbourhood of p. The neighbourhood is written `∀ᶠ q in 𝓝 p`, and p is arbitrary.

By hand, the matching density is positive, so ψ(p) ≠ 0 and the orbital has zero vorticity at p. Matching both fields near p makes the velocities equal there, hence also their derivatives at p. This would give 0 = 2/(1 + r²)², which is impossible.

```lean
/-- Near no point of the plane does a twice continuously differentiable orbital reproduce both
the density and the current of the pair. -/
theorem no_single_orbital (p : ℝ × ℝ) :
    ¬ ∃ ψ : ℝ × ℝ → ℂ, ContDiffAt ℝ 2 ψ p ∧
      ∀ᶠ q in 𝓝 p, density ψ q = pairDensity q ∧ ∀ u, current ψ q u = pairCurrent q u := by
  rintro ⟨ψ, hψ, h⟩
  -- the density of the pair has no zero, so the orbital has no node
  have h0 : ψ p ≠ 0 := by
    intro h0
    have h1 := h.self_of_nhds.1
    rw [pair_density, density, h0, map_zero] at h1
    have hp : 0 < envelope p := Real.exp_pos _
    have h2 : 0 < envelope p ^ 2 * (1 + p.1 ^ 2 + p.2 ^ 2) := by positivity
    exact h2.ne h1
  have e : ∀ u, (fun q => velocity (density ψ) (current ψ) q u)
      =ᶠ[𝓝 p] fun q => velocity pairDensity pairCurrent q u :=
    fun u => h.mono fun q hq => by simp only [velocity, hq.1, hq.2 u]
  -- equal velocity fields would have equal vorticity
  have hz := (orbital_vorticity_zero hψ h0 (1, 0) (0, 1)).2
  have hp := pair_vorticity p
  rw [vorticity, (e (0, 1)).fderiv_eq, (e (1, 0)).fderiv_eq] at hz
  rw [vorticity, hz] at hp
  have hpos : 0 < 2 / (1 + p.1 ^ 2 + p.2 ^ 2) ^ 2 := by positivity
  exact hpos.ne hp

end

end CurrentDFTVorticity
```

In the proof, `h0` comes from the density, `e` states that the velocities agree near p, and `fderiv_eq` carries this over to their derivatives.

Each part of the matching condition matters:

- **Without the density**, (x + iy)f is a solution, since it carries the pair's whole current. Away from the origin it is even locally free of nodes. A C² orbital without nodes on the entire plane cannot carry that current, however: its velocity would be the gradient of a single-valued phase, with zero circulation around every circle centred at the origin, whereas the current f²(−y, x) runs the same way all round such a circle.
- **Without the current**, the real orbital √n, with n the pair's density, is a solution. It is smooth because n is smooth and positive.
- **Without the neighbourhood**, a plane wave suffices: with suitable amplitude and wave vector it matches any positive density and any current at one point.

```lean
#print axioms CurrentDFTVorticity.pair_orthogonal
-- 'CurrentDFTVorticity.pair_orthogonal' depends on axioms: [propext, Classical.choice, Quot.sound]
#print axioms CurrentDFTVorticity.no_single_orbital
-- 'CurrentDFTVorticity.no_single_orbital' depends on axioms: [propext, Classical.choice, Quot.sound]
```
